# With the leading-order small component, the s-state Dirac hyperfine integral reduces to the density at the nucleus

Let $f$ be a real radial function that is continuous from the right at $r=0$, differentiable for $r>0$ and zero in the limit $r\to\infty$, with $f f'$ integrable over $r>0$. Put $P(r)=r f(r)$. Then

$$\int_0^\infty \frac{P\,(P'-P/r)}{r^2}\,dr=-\frac{f(0)^2}{2}.$$

In atomic units, with $c$ the speed of light, the leading-order small component of an s state is $Q=(P'-P/r)/(2c)$, and the density at the nucleus is $\rho(0)=f(0)^2/(4\pi)$ when $f$ is normalised so that $\int_0^\infty P^2\,dr=1$. The identity then reads

$$c\int_0^\infty \frac{PQ}{r^2}\,dr=-\pi\rho(0).$$

This is the radial part of the Fermi contact interaction. A hyperfine constant also contains the nuclear moment and angular factors, which do not enter here.

## Testing a radial quadrature, and the cost of a first grid point

For the contact interaction of a single s electron, a relativistic atomic code evaluates $\int PQ/r^2\,dr$, while a non-relativistic one evaluates $\rho(0)$ (with several electrons, the spin density at the nucleus). The identity connects the two quantities for a single orbital whose small component is taken to leading order in $1/c$. It gives a direct test of the quadrature: supply $P=rf$ with a smooth $f$ that meets the conditions above, build $Q$ from the leading-order relation, and compare the integral with $-f(0)^2/(4c)$. If the code defines $Q$ with the opposite sign, the result changes sign too.

The integrand of the first identity equals $f f'$, so a quadrature that starts at $r=a>0$, with nothing added for the interval below $a$, gives $-f(a)^2/2$ in place of $-f(0)^2/2$. For a hydrogenic 1s function with nuclear charge $Z$, the missing fraction is $1-e^{-2Za}$, or about $2Za$ when $Za$ is small.

## From the product rule to the value at the origin

Let $\kappa$ be the relativistic angular quantum number, with $\kappa=-1$ for $s_{1/2}$. The leading-order small component is in general $Q=(P'+\kappa P/r)/(2c)$. Since $P'=f+rf'$,

$$P'+\frac{\kappa P}{r}=rf'+(\kappa+1)f.$$

Multiplying by $P/r^2=f/r$ gives

$$\frac{P(P'+\kappa P/r)}{r^2}=ff'+(\kappa+1)\frac{f^2}{r}
=ff'+(\kappa+1)\frac{P^2}{r^3}.$$

For $\kappa=-1$ only $ff'$ remains. It is the derivative of $f^2/2$, so for any lower limit $a$ at which $f$ is continuous from the right,

$$\int_a^\infty ff'\,dr=\lim_{R\to\infty}\frac{f(R)^2}{2}-\frac{f(a)^2}{2}=-\frac{f(a)^2}{2}.$$

Setting $a=0$ proves the first identity. The factor $1/(2c)$ in $Q$ then gives

$$c\int_0^\infty\frac{PQ}{r^2}\,dr=\frac12\left(-\frac{f(0)^2}{2}\right)=-\frac{f(0)^2}{4}=-\pi\rho(0).$$

For other $\kappa$, suppose that $P^2/r^3=f^2/r$ is also integrable. Then $f(0)=0$. Otherwise continuity would give $f(r)^2\ge f(0)^2/2$ close to the nucleus, and hence

$$\frac1r\le\frac{2}{f(0)^2}\,\frac{f(r)^2}{r},$$

which would make $1/r$ integrable at the origin, whereas its integral diverges logarithmically. The contact term therefore vanishes and

$$\int_0^\infty\frac{P(P'+\kappa P/r)}{r^2}\,dr=(\kappa+1)\int_0^\infty\frac{P^2}{r^3}\,dr.$$

For the normalised hydrogenic function $f(r)=2Z^{3/2}e^{-Zr}$ with $Z>0$, we have $f'=-Zf$ and $ff'=-4Z^4e^{-2Zr}$. The integral of $ff'$ is $-2Z^3$, in agreement with $f(0)^2=4Z^3$, and so $c\int PQ/r^2\,dr=-Z^3$.

## Two divergent integrals whose difference is finite

The mistake to avoid is evaluating $\int PP'/r^2\,dr$ and $\int P^2/r^3\,dr$ separately and then subtracting. Both integrands contain the term $f^2/r$, and the first has the integrable term $ff'$ besides. When $f(0)\ne0$, the shared term behaves as $f(0)^2/r$ near the nucleus and both integrals diverge. In a code, the finite answer would have to emerge from the cancellation of two numbers that grow logarithmically as the cutoff is lowered. In Lean, the integral of a non-integrable function is defined as zero, so the separate terms would give $0-0$ and lose the contact term altogether. The subtraction belongs inside the integrand, where the $1/r$ parts cancel point by point.

## The Lean file

```lean
import Mathlib

open MeasureTheory Set Filter Topology

namespace DiracHyperfineContact

noncomputable section

/-- The large radial component `P(r) = r f(r)` belonging to the radial function `f`. -/
def largeComponent (f : ℝ → ℝ) (r : ℝ) : ℝ := r * f r

/-- The small radial component to leading order in `1/c`, `Q = (P' + κ P / r) / (2c)`,
in atomic units, for `r ≠ 0` and `c ≠ 0`. -/
def smallComponent (c κ : ℝ) (P : ℝ → ℝ) (r : ℝ) : ℝ :=
  (deriv P r + κ * P r / r) / (2 * c)

/-- The function `f(r)² / (4π)`, which is the one-electron density of an s state when `f` is its
normalised radial function and `r ≥ 0`. -/
def sDensity (f : ℝ → ℝ) (r : ℝ) : ℝ := f r ^ 2 / (4 * Real.pi)

/-- The hydrogenic 1s radial function `2 Z^(3/2) exp(-Z r)`, for nuclear charge `Z > 0`. -/
def hydrogen1s (Z r : ℝ) : ℝ := 2 * Z * √Z * Real.exp (-Z * r)

/-- Away from the nucleus, where `f` is differentiable, the hyperfine integrand splits into
`f f'` and `κ + 1` times `P² / r³`. -/
theorem integrand_split (f : ℝ → ℝ) (κ : ℝ) {r : ℝ} (hr : r ≠ 0)
    (hf : DifferentiableAt ℝ f r) :
    largeComponent f r * (deriv (largeComponent f) r + κ * largeComponent f r / r) / r ^ 2
      = f r * deriv f r + (κ + 1) * (largeComponent f r ^ 2 / r ^ 3) := by
  have h : HasDerivAt (largeComponent f) (1 * f r + r * deriv f r) r :=
    (hasDerivAt_id' r).fun_mul hf.hasDerivAt
  rw [h.deriv]
  simp only [largeComponent]
  field_simp
  ring

/-- If `f` is differentiable beyond the radius `a`, continuous from the right at `a`, tends to
zero at infinity and has `f f'` integrable, then `f f'` integrates to `-f(a)²/2` over `r > a`. -/
theorem integral_mul_deriv (f : ℝ → ℝ) (a : ℝ)
    (hc : ContinuousWithinAt f (Ici a) a) (hd : ∀ r ∈ Ioi a, DifferentiableAt ℝ f r)
    (hlim : Tendsto f atTop (𝓝 0)) (hint : IntegrableOn (fun r => f r * deriv f r) (Ioi a)) :
    ∫ r in Ioi a, f r * deriv f r = -f a ^ 2 / 2 := by
  -- `f²/2` is an antiderivative that vanishes at infinity
  have hderiv : ∀ r ∈ Ioi a,
      HasDerivAt (fun r => f r * f r / 2) (f r * deriv f r) r := fun r hr =>
    (((hd r hr).hasDerivAt.fun_mul (hd r hr).hasDerivAt).div_const 2).congr_deriv (by ring)
  have hcont : ContinuousWithinAt (fun r => f r * f r / 2) (Ici a) a :=
    (hc.mul hc).div_const 2
  have hzero : Tendsto (fun r => f r * f r / 2) atTop (𝓝 0) := by
    simpa using (hlim.mul hlim).div_const 2
  rw [integral_Ioi_of_hasDerivAt_of_tendsto hcont hderiv hint hzero]
  ring

/-- For `f` continuous at the nucleus, differentiable for `r > 0`, vanishing at infinity and
with `f f'` integrable, the integral of `P (P' - P/r) / r²` over `r > 0` is `-f(0)²/2`. -/
theorem hyperfine_integral_eq_contact (f : ℝ → ℝ)
    (hc : ContinuousWithinAt f (Ici 0) 0) (hd : ∀ r ∈ Ioi (0 : ℝ), DifferentiableAt ℝ f r)
    (hlim : Tendsto f atTop (𝓝 0)) (hint : IntegrableOn (fun r => f r * deriv f r) (Ioi 0)) :
    ∫ r in Ioi (0 : ℝ), largeComponent f r *
      (deriv (largeComponent f) r - largeComponent f r / r) / r ^ 2 = -f 0 ^ 2 / 2 := by
  rw [← integral_mul_deriv f 0 hc hd hlim hint]
  refine setIntegral_congr_fun measurableSet_Ioi fun r hr => ?_
  have h : largeComponent f r *
      (deriv (largeComponent f) r - largeComponent f r / r) / r ^ 2 = f r * deriv f r := by
    linear_combination integrand_split f (-1) (ne_of_gt hr) (hd r hr)
  exact h

/-- For `c ≠ 0` and `f` continuous at the nucleus, differentiable for `r > 0`, vanishing at infinity
and with `f f'` integrable over `r > 0`, the integral of `P Q / r²` over `r > 0` with the
leading-order `Q` and `κ = -1`, multiplied by `c`, is `-π` times `sDensity f 0`, which is the
density at the nucleus when `f` is normalised. -/
theorem dirac_integral_eq_density (f : ℝ → ℝ) {c : ℝ} (hc0 : c ≠ 0)
    (hc : ContinuousWithinAt f (Ici 0) 0) (hd : ∀ r ∈ Ioi (0 : ℝ), DifferentiableAt ℝ f r)
    (hlim : Tendsto f atTop (𝓝 0)) (hint : IntegrableOn (fun r => f r * deriv f r) (Ioi 0)) :
    c * ∫ r in Ioi (0 : ℝ), largeComponent f r *
      smallComponent c (-1) (largeComponent f) r / r ^ 2 = -(Real.pi * sDensity f 0) := by
  have e : ∀ r, largeComponent f r * smallComponent c (-1) (largeComponent f) r / r ^ 2
      = (2 * c)⁻¹ * (largeComponent f r *
        (deriv (largeComponent f) r - largeComponent f r / r) / r ^ 2) := by
    intro r
    simp only [smallComponent]
    ring
  simp only [e]
  rw [integral_const_mul, hyperfine_integral_eq_contact f hc hd hlim hint]
  have h1 : c * (2 * c)⁻¹ = 1 / 2 := by field_simp
  have h2 : Real.pi * sDensity f 0 = f 0 ^ 2 / 4 := by
    have hpi := Real.pi_ne_zero
    simp only [sDensity]
    field_simp
  linear_combination (-f 0 ^ 2 / 2) * h1 + h2

/-- If `f` is continuous at the nucleus and `P² / r³` is integrable over `r > 0`, then `f`
vanishes at the nucleus. -/
theorem zero_at_nucleus (f : ℝ → ℝ) (hc : ContinuousWithinAt f (Ici 0) 0)
    (h3 : IntegrableOn (fun r => largeComponent f r ^ 2 / r ^ 3) (Ioi 0)) : f 0 = 0 := by
  by_contra h0
  have hp : 0 < f 0 ^ 2 := by positivity
  have hc2 : ContinuousWithinAt (fun r => f r ^ 2) (Ici 0) 0 := hc.pow 2
  obtain ⟨δ, hδ, hnear⟩ := Metric.continuousWithinAt_iff.1 hc2 (f 0 ^ 2 / 2) (by positivity)
  have h4 : Integrable (fun r => largeComponent f r ^ 2 / r ^ 3)
      (volume.restrict (Ioc 0 (δ / 2))) := h3.mono_set Ioc_subset_Ioi_self
  -- near the nucleus `1/r` would be dominated by a multiple of `P²/r³`
  have hinv : IntegrableOn (fun r : ℝ => r⁻¹) (Ioc 0 (δ / 2)) := by
    refine Integrable.mono' (h4.const_mul (2 / f 0 ^ 2))
      measurable_inv.aestronglyMeasurable
      ((ae_restrict_iff' measurableSet_Ioc).2 (ae_of_all _ fun r hr => ?_))
    have hr0 : 0 < r := hr.1
    have hdist : dist r 0 < δ := by
      rw [Real.dist_eq, sub_zero, abs_of_pos hr0]
      linarith [hr.2]
    have hb := hnear (mem_Ici.2 hr0.le) hdist
    rw [Real.dist_eq] at hb
    have hb' := (abs_lt.1 hb).1
    have e : largeComponent f r ^ 2 / r ^ 3 = f r ^ 2 * r⁻¹ := by
      simp only [largeComponent]
      field_simp
    have h1 : 1 ≤ 2 / f 0 ^ 2 * f r ^ 2 := by
      rw [div_mul_eq_mul_div, le_div_iff₀ hp]
      linarith
    rw [Real.norm_of_nonneg (inv_pos.2 hr0).le, e, ← mul_assoc]
    exact le_mul_of_one_le_left (inv_pos.2 hr0).le h1
  have hI : IntervalIntegrable (fun r : ℝ => r⁻¹) volume 0 (δ / 2) :=
    (intervalIntegrable_iff_integrableOn_Ioc_of_le (by linarith)).2 hinv
  rcases intervalIntegrable_inv_iff.1 hI with h | h
  · linarith
  · exact h left_mem_uIcc

/-- For `f` continuous at the nucleus, differentiable for `r > 0`, vanishing at infinity and with
both `f f'` and `P² / r³` integrable over `r > 0`, the integral of `P (P' + κ P/r) / r²` over
`r > 0` is `κ + 1` times the integral of `P² / r³`. -/
theorem hyperfine_integral_eq_orbital (f : ℝ → ℝ) (κ : ℝ)
    (hc : ContinuousWithinAt f (Ici 0) 0) (hd : ∀ r ∈ Ioi (0 : ℝ), DifferentiableAt ℝ f r)
    (hlim : Tendsto f atTop (𝓝 0)) (hint : IntegrableOn (fun r => f r * deriv f r) (Ioi 0))
    (h3 : IntegrableOn (fun r => largeComponent f r ^ 2 / r ^ 3) (Ioi 0)) :
    ∫ r in Ioi (0 : ℝ), largeComponent f r *
      (deriv (largeComponent f) r + κ * largeComponent f r / r) / r ^ 2
      = (κ + 1) * ∫ r in Ioi (0 : ℝ), largeComponent f r ^ 2 / r ^ 3 := by
  rw [setIntegral_congr_fun measurableSet_Ioi
      fun r hr => integrand_split f κ (ne_of_gt hr) (hd r hr),
    integral_add hint (h3.const_mul (κ + 1)), integral_const_mul,
    integral_mul_deriv f 0 hc hd hlim hint, zero_at_nucleus f hc h3]
  ring

/-- For the hydrogenic 1s function with `Z > 0`, and for `c ≠ 0`, the integral of `P Q / r²`
with `κ = -1`, multiplied by `c`, is `-Z³`. -/
theorem hydrogen1s_integral {Z c : ℝ} (hZ : 0 < Z) (hc0 : c ≠ 0) :
    c * ∫ r in Ioi (0 : ℝ), largeComponent (hydrogen1s Z) r *
      smallComponent c (-1) (largeComponent (hydrogen1s Z)) r / r ^ 2 = -Z ^ 3 := by
  have hD : ∀ r, HasDerivAt (hydrogen1s Z) (-Z * hydrogen1s Z r) r := fun r =>
    (((hasDerivAt_id' r).const_mul (-Z)).exp.const_mul (2 * Z * √Z)).congr_deriv
      (by simp only [hydrogen1s]; ring)
  have hlim : Tendsto (hydrogen1s Z) atTop (𝓝 0) := by
    have h1 : Tendsto (fun r : ℝ => -Z * r) atTop atBot :=
      tendsto_id.const_mul_atTop_of_neg (neg_lt_zero.2 hZ)
    have h2 := (Real.tendsto_exp_atBot.comp h1).const_mul (2 * Z * √Z)
    rw [mul_zero] at h2
    exact h2
  -- `f f'` is a multiple of `exp(-2 Z r)`
  have hint : IntegrableOn (fun r => hydrogen1s Z r * deriv (hydrogen1s Z) r) (Ioi 0) := by
    have e : (fun r => hydrogen1s Z r * deriv (hydrogen1s Z) r)
        = fun r => (-Z * (2 * Z * √Z) ^ 2) * Real.exp (-(2 * Z) * r) := by
      funext r
      have h : Real.exp (-(2 * Z) * r) = Real.exp (-Z * r) * Real.exp (-Z * r) := by
        rw [← Real.exp_add]
        congr 1
        ring
      rw [(hD r).deriv, h]
      simp only [hydrogen1s]
      ring
    rw [e]
    exact Integrable.const_mul (exp_neg_integrableOn_Ioi 0 (by positivity)) _
  rw [dirac_integral_eq_density (hydrogen1s Z) hc0 (hD 0).continuousAt.continuousWithinAt
    (fun r _ => (hD r).differentiableAt) hlim hint]
  have h0 : hydrogen1s Z 0 ^ 2 = 4 * Z ^ 3 := by
    simp only [hydrogen1s, mul_zero, Real.exp_zero, mul_one]
    linear_combination 4 * Z ^ 2 * Real.sq_sqrt hZ.le
  have hpi := Real.pi_ne_zero
  simp only [sDensity, h0]
  field_simp

end

end DiracHyperfineContact
```

```lean
#print axioms DiracHyperfineContact.dirac_integral_eq_density
#print axioms DiracHyperfineContact.hyperfine_integral_eq_orbital
#print axioms DiracHyperfineContact.hydrogen1s_integral
```

```
'DiracHyperfineContact.dirac_integral_eq_density' depends on axioms: [propext, Classical.choice, Quot.sound]
'DiracHyperfineContact.hyperfine_integral_eq_orbital' depends on axioms: [propext, Classical.choice, Quot.sound]
'DiracHyperfineContact.hydrogen1s_integral' depends on axioms: [propext, Classical.choice, Quot.sound]
```

## Radial functions, hypotheses and units in Lean

The radial function is `f : ℝ → ℝ`. It is defined on the whole line, but the integrals run over `Ioi 0`, the set $r>0$, so its values at negative $r$ play no part. `largeComponent f` is $P$, `smallComponent c κ P` is $Q$ and `sDensity f` is $f^2/(4\pi)$. The definitions fix atomic units and the sign of $Q$.

The four conditions on $f$ appear in the same form in several theorems:

- `ContinuousWithinAt f (Ici 0) 0` is continuity from the right at the nucleus. A cusp there is allowed.
- `∀ r ∈ Ioi (0 : ℝ), DifferentiableAt ℝ f r` asks for a derivative at every $r>0$, which need not be continuous.
- `Tendsto f atTop (𝓝 0)` is decay at large distance, as for a bound state.
- `IntegrableOn (fun r => f r * deriv f r) (Ioi 0)` is absolute integrability of $ff'$. It excludes tails that decay but oscillate too fast.

`hyperfine_integral_eq_contact` is the first identity, and `dirac_integral_eq_density` is its form with $Q$ and the density, for any real $c\ne0$. Neither assumes that $f$ is normalised; normalisation is what makes `sDensity` a one-electron density.

`hyperfine_integral_eq_orbital` covers every real `κ`, with integrability of $P^2/r^3$ as an added hypothesis. Physically this describes orbitals that vanish at the nucleus, such as p states. `hydrogen1s_integral` has no conditions left on the function: it assumes only $Z>0$ and $c\ne0$, and $Z$ need not be an integer.

## How the lemmas carry the calculation

`integrand_split` is the product-rule step. It computes the derivative of $rf$, substitutes it, and clears the denominators using $r\ne0$.

`integral_mul_deriv` is the fundamental theorem of calculus on $(a,\infty)$. Its three intermediate facts say that $f^2/2$ has derivative $ff'$, is continuous from the right at $a$, and tends to zero at infinity. Mathlib's `integral_Ioi_of_hasDerivAt_of_tendsto` combines them with the integrability hypothesis.

The proof of `hyperfine_integral_eq_contact` replaces the right-hand side by the integral of $ff'$ and shows that the two integrands agree at every $r>0$, by `integrand_split` with $\kappa=-1$. The cancellation thus takes place before any integral is evaluated. `dirac_integral_eq_density` moves the constant $1/(2c)$ outside the integral and converts $f(0)^2/4$ to $\pi\rho(0)$.

`zero_at_nucleus` argues by contradiction, as in the derivation. Continuity supplies a radius $\delta$, and `Integrable.mono'` carries the bound on $1/r$ over to integrability on $(0,\delta/2]$. Mathlib's criterion `intervalIntegrable_inv_iff` rules that out, because the interval has an endpoint at zero. `hyperfine_integral_eq_orbital` then splits the integral legitimately, since both parts are integrable, and sets $f(0)=0$.

For hydrogen, `hD` is the relation $f'=-Zf$, `hlim` is the decay, and `hint` reduces $ff'$ to a multiple of $e^{-2Zr}$. With these the density theorem applies, and `h0` supplies $f(0)^2=4Z^3$.

## Where the leading-order relation stops

The theorems hold for any $f$ that satisfies their conditions, whether or not it solves a Schrödinger equation. They take the relation between $Q$ and $P$ as a definition. In the radial Dirac equation, that relation results from neglecting the orbital energy and the potential against $2c^2$, and no bound on the resulting error is derived.

The neglect is poorest close to a point nucleus, where the potential diverges. There the large component of the full Dirac s solution behaves as $r^\gamma$ with $\gamma<1$, so $P/r$ is unbounded and the continuity condition fails. The identity should therefore be applied to a non-relativistic orbital, or to another function that meets the conditions, with $Q$ built from the leading-order relation. It does not hold for the two components of a full Dirac solution. With a finite nucleus the large component can meet the conditions, but the small component is still not the leading-order $Q$.

The weight $1/r^2$ represents a point magnetic dipole, so a nucleus with spatially distributed magnetisation needs a different integrand. Quadrature error, basis-set error and electron correlation are likewise separate questions: the theorems give the value that a converged quadrature of this one-orbital integral should approach.
